# Band energy −WN(10−N)/20 of a rectangular d band with N electrons

Along the 4d and 5d transition-metal series the d shell fills up, and cohesion is strongest near the middle of the series. When atoms form a metal, their d levels spread into a band. Electrons in its lower half have less energy than in the atomic level, and electrons in its upper half have more. How does the total depend on the number \(N\) of d electrons per atom, if the band keeps its shape and width while it is filled?

Friedel's model answers this for non-interacting electrons at zero temperature. The band has width \(W>0\), is centred on the atomic d level, which is taken as the energy zero, and has a constant density of states.

```lean
import Mathlib

open MeasureTheory Set

namespace FriedelBand

noncomputable section
```

## Ten states spread evenly over the width W

Five d orbitals with two spin directions give ten states per atom. Spread evenly over the band, they have the density

\[
D(\varepsilon)=\begin{cases}10/W, & -W/2\le\varepsilon\le W/2,\\ 0, & \text{otherwise.}\end{cases}
\]

```lean
/-- Density of states of the rectangular d band of width `W > 0`: the constant `10 / W` for
energies in `[-W/2, W/2]` and zero elsewhere. -/
def dos (W ε : ℝ) : ℝ := (Icc (-(W / 2)) (W / 2)).indicator (fun _ => 10 / W) ε
```

In Lean, `dos W ε` is an indicator function on the real line, with both spins included. The width is a free parameter; in a metal it is set by the hopping between neighbouring atoms.

If every state up to the energy \(\mu\) is filled, the number of electrons per atom is

\[
N(\mu)=\int_{-\infty}^{\mu}D(\varepsilon)\,d\varepsilon .
\]

```lean
/-- Number of electrons when all states up to the energy `μ` are filled. -/
def electronCount (W μ : ℝ) : ℝ := ∫ ε in Iic μ, dos W ε
```

Weighting each state with its energy gives the band energy per atom, measured from the band centre:

\[
E(\mu)=\int_{-\infty}^{\mu}\varepsilon\,D(\varepsilon)\,d\varepsilon .
\]

```lean
/-- Band energy when all states up to the energy `μ` are filled. -/
def bandEnergy (W μ : ℝ) : ℝ := ∫ ε in Iic μ, ε * dos W ε
```

Both definitions are integrals over the half-line `Iic μ`, so the closed formulas below have to be derived. Electron numbers are real, as befits an average per atom.

## From the energy axis to the band

For any function \(g\) of energy, the product \(g(\varepsilon)D(\varepsilon)\) equals \((10/W)\,g(\varepsilon)\) inside the band and zero outside.

```lean
/-- Weighting a function of energy with the density of states restricts it to the band and
multiplies it by `10 / W`. -/
theorem mul_dos (W : ℝ) (g : ℝ → ℝ) (ε : ℝ) :
    g ε * dos W ε = (Icc (-(W / 2)) (W / 2)).indicator (fun x => 10 / W * g x) ε := by
  by_cases h : ε ∈ Icc (-(W / 2)) (W / 2)
  · simp only [dos, indicator_of_mem h]
    ring
  · simp only [dos, indicator_of_notMem h, mul_zero]
```

For \(\mu\) inside the band, the filled part of the energy axis meets the band in \([-W/2,\mu]\). Hence

\[
\int_{-\infty}^{\mu}g(\varepsilon)D(\varepsilon)\,d\varepsilon=\frac{10}{W}\int_{-W/2}^{\mu}g(\varepsilon)\,d\varepsilon .
\]

```lean
/-- For `μ` inside the band, a sum over the filled states is an integral from the band bottom
to `μ`, times `10 / W`. -/
theorem integral_filled {W μ : ℝ} (hμ : μ ∈ Icc (-(W / 2)) (W / 2)) (g : ℝ → ℝ) :
    ∫ ε in Iic μ, g ε * dos W ε = 10 / W * ∫ ε in (-(W / 2))..μ, g ε := by
  have hs : Iic μ ∩ Icc (-(W / 2)) (W / 2) = Icc (-(W / 2)) μ := by
    ext x
    simp only [mem_inter_iff, mem_Iic, mem_Icc]
    exact ⟨fun h => ⟨h.2.1, h.1⟩, fun h => ⟨h.2, h.1, h.2.trans hμ.2⟩⟩
  simp only [mul_dos W g]
  rw [setIntegral_indicator measurableSet_Icc, hs, integral_Icc_eq_integral_Ioc,
    ← intervalIntegral.integral_of_le hμ.1, intervalIntegral.integral_const_mul]
```

The Mathlib lemma `setIntegral_indicator` does the main work here. It says that integrating an indicator function of a measurable set \(t\) over a set \(s\) is the same as integrating the bare function over \(s\cap t\). The cut at the Fermi level and the cut at the band edge thereby become one intersection of sets, which `hs` identifies as \([-W/2,\mu]\). Mathlib's interval integral, written with `..`, runs over a half-open interval, so `integral_Icc_eq_integral_Ioc` then removes the lower endpoint, a single point that contributes nothing.

Without the cut at \(\mu\), the same argument gives the integral over the whole band.

```lean
/-- A sum over all states of a band of width `W > 0` is an integral over the band,
times `10 / W`. -/
theorem integral_band {W : ℝ} (hW : 0 < W) (g : ℝ → ℝ) :
    ∫ ε, g ε * dos W ε = 10 / W * ∫ ε in (-(W / 2))..(W / 2), g ε := by
  simp only [mul_dos W g]
  rw [integral_indicator measurableSet_Icc, integral_Icc_eq_integral_Ioc,
    ← intervalIntegral.integral_of_le (by linarith), intervalIntegral.integral_const_mul]
```

## Electron number and energy at a given level

Choosing \(g=1\) and \(g=\varepsilon\) gives, for \(\mu\) inside the band,

\[
N(\mu)=\frac{10}{W}\left(\mu+\frac W2\right),\qquad
E(\mu)=\frac{10}{W}\cdot\frac{\mu^2-W^2/4}{2}=\frac5W\left(\mu^2-\frac{W^2}{4}\right).
\]

```lean
/-- Electron number and band energy as functions of a filling level `μ` inside the band. -/
theorem filling {W μ : ℝ} (hμ : μ ∈ Icc (-(W / 2)) (W / 2)) :
    electronCount W μ = 10 / W * (μ + W / 2) ∧
      bandEnergy W μ = 5 / W * (μ ^ 2 - W ^ 2 / 4) := by
  constructor
  · have h := integral_filled hμ (fun _ => (1 : ℝ))
    simp only [one_mul, intervalIntegral.integral_const, smul_eq_mul, mul_one] at h
    rw [electronCount, h]
    ring
  · have h := integral_filled hμ (fun ε => ε)
    rw [integral_id] at h
    rw [bandEnergy, h]
    ring
```

## The Fermi level for N electrons

Solving the first formula for \(\mu\) gives

\[
\mu=\frac{WN}{10}-\frac W2=W\left(\frac N{10}-\frac12\right).
\]

For \(0\le N\le10\) this value lies between \(-W/2\) and \(W/2\).

```lean
/-- For `W > 0` and `N` between 0 and 10, the one level inside the band up to which the states
hold `N` electrons is the Fermi level `W (N/10 - 1/2)`. -/
theorem fermi_level {W N : ℝ} (hW : 0 < W) (hN : N ∈ Icc (0 : ℝ) 10) (μ : ℝ) :
    (μ ∈ Icc (-(W / 2)) (W / 2) ∧ electronCount W μ = N) ↔ μ = W * (N / 10 - 1 / 2) := by
  have hW0 : W ≠ 0 := hW.ne'
  have hc : W * (10 / W) = 10 := by field_simp
  constructor
  · rintro ⟨hμ, h⟩
    rw [(filling hμ).1] at h
    linear_combination (W / 10) * h - ((μ + W / 2) / 10) * hc
  · rintro rfl
    -- the proposed level lies in the band because 0 ≤ N ≤ 10
    have hm : W * (N / 10 - 1 / 2) ∈ Icc (-(W / 2)) (W / 2) :=
      ⟨by nlinarith [mul_nonneg hW.le hN.1],
        by nlinarith [mul_nonneg hW.le (sub_nonneg.2 hN.2)]⟩
    refine ⟨hm, ?_⟩
    rw [(filling hm).1]
    linear_combination (N / 10) * hc
```

The statement is an equivalence: a number `μ` lies in the band and holds `N` electrons exactly when it equals the formula. Read from right to left it gives existence, and from left to right uniqueness. The auxiliary fact `hc`, \(W\cdot(10/W)=10\), supplies the cancellation of \(W\) that `linear_combination` uses.

The empty band shows why uniqueness refers to levels inside the band. For \(N=0\) the formula gives the lower edge \(-W/2\), but every level below that edge also holds no electrons. Likewise, for \(N=10\) it gives the upper edge, and every higher level holds the same ten electrons.

## The parabola in N

Insert \(\mu=W(N-5)/10\) into the energy:

\[
E=\frac5W\cdot\frac{W^2}{100}\left[(N-5)^2-25\right]=-\frac{W\,N(10-N)}{20}.
\]

```lean
/-- Friedel's parabola: a band of width `W > 0` filled with `N` electrons up to a level inside
the band has the energy `-W N (10 - N) / 20`. -/
theorem friedel_band_energy {W μ N : ℝ} (hW : 0 < W) (hμ : μ ∈ Icc (-(W / 2)) (W / 2))
    (h : electronCount W μ = N) : bandEnergy W μ = -(W * N * (10 - N) / 20) := by
  have hW0 : W ≠ 0 := hW.ne'
  have hc : W * (10 / W) = 10 := by field_simp
  rw [(filling hμ).1] at h
  -- express the filling level through the electron number
  have hl : μ = W * (N / 10 - 1 / 2) := by
    linear_combination (W / 10) * h - ((μ + W / 2) / 10) * hc
  rw [(filling hμ).2, hl]
  linear_combination (W / 2 * (N ^ 2 / 100 - N / 10)) * hc
```

The theorem takes a level inside the band and calls its electron count `N`. The fact `hl` recovers the Fermi level, the final `rw` substitutes it into the energy, and `linear_combination` checks the remaining algebra. The energy vanishes for the empty band, which has no electrons, and for the full band, where the negative energies of the lower half cancel the positive ones of the upper half.

Replacing \(N\) by \(10-N\) exchanges the two factors of \(N(10-N)\), so \(N\) electrons and \(N\) holes give the same energy.

```lean
/-- Electron-hole symmetry: for `W > 0`, two fillings up to levels inside the band whose electron
numbers add up to 10 have the same band energy. -/
theorem electron_hole_symmetry {W μ ν : ℝ} (hW : 0 < W) (hμ : μ ∈ Icc (-(W / 2)) (W / 2))
    (hν : ν ∈ Icc (-(W / 2)) (W / 2)) (h : electronCount W μ + electronCount W ν = 10) :
    bandEnergy W μ = bandEnergy W ν := by
  have h' : electronCount W ν = 10 - electronCount W μ := by linarith
  rw [friedel_band_energy hW hμ rfl, friedel_band_energy hW hν h']
  ring
```

Lean expresses this with two filling levels, `μ` and `ν`, whose electron numbers add up to ten; `ν` is an energy here, not a frequency.

Completing the square,

\[
E=-\frac{5W}{4}+\frac{W}{20}(N-5)^2 ,
\]

shows that the energy is never below \(-5W/4\) and reaches this value only at \(N=5\).

```lean
/-- For `W > 0` and filling levels inside the band, the band energy is at least `-5W/4`, with
equality exactly for five electrons. -/
theorem half_filling_minimum {W μ : ℝ} (hW : 0 < W) (hμ : μ ∈ Icc (-(W / 2)) (W / 2)) :
    -(5 * W / 4) ≤ bandEnergy W μ ∧
      (bandEnergy W μ = -(5 * W / 4) ↔ electronCount W μ = 5) := by
  -- complete the square in the electron number
  have h : bandEnergy W μ = -(5 * W / 4) + W / 20 * (electronCount W μ - 5) ^ 2 := by
    rw [friedel_band_energy hW hμ rfl]
    ring
  rw [h]
  refine ⟨?_, fun e => ?_, fun e => ?_⟩
  · have : 0 ≤ W / 20 * (electronCount W μ - 5) ^ 2 := by positivity
    linarith
  · have h1 : W / 20 * (electronCount W μ - 5) ^ 2 = 0 := by linarith
    have h2 := (mul_eq_zero.1 h1).resolve_left (div_pos hW (by norm_num)).ne'
    have h3 := (pow_eq_zero_iff two_ne_zero).1 h2
    linarith
  · rw [e]
    ring
```

The identity `h` is the completed square. The remaining lines use that a square is non-negative and vanishes only when its base does. The Fermi level at half filling is the band centre, \(\mu=0\).

For non-interacting electrons in a rectangular band of fixed width, the result thus places the largest lowering of the energy in the middle of the series. Reading \(-E\) as the cohesive energy of a real metal is a further physical step: it leaves aside the s and p electrons, the repulsion between atoms, magnetism and the change of \(W\) along the series.

## Filling from the bottom gives the lowest energy

So far the states have been filled from the bottom by definition. Now let an occupation \(f(\varepsilon)\), with \(0\le f\le1\), hold the same number of electrons as filling up to \(\mu\). Dividing that condition by \(10/W\) gives

\[
\int_{-W/2}^{W/2}f\,d\varepsilon=\mu+\frac W2 .
\]

Below \(\mu\) the factor \(\varepsilon-\mu\) is negative or zero, so \((\varepsilon-\mu)f\ge\varepsilon-\mu\). Above \(\mu\), \((\varepsilon-\mu)f\ge0\). Therefore

\[
\int_{-W/2}^{W/2}(\varepsilon-\mu)f\,d\varepsilon\;\ge\;\int_{-W/2}^{\mu}(\varepsilon-\mu)\,d\varepsilon=-\frac12\left(\mu+\frac W2\right)^2 .
\]

Adding \(\mu\int f\,d\varepsilon=\mu(\mu+W/2)\) to both sides leaves

\[
\int_{-W/2}^{W/2}\varepsilon f\,d\varepsilon\;\ge\;\frac12\left(\mu^2-\frac{W^2}{4}\right),
\]

and multiplication by \(10/W\) turns the right-hand side into \(E(\mu)\).

```lean
/-- Aufbau principle: for `W > 0` and `μ` inside the band, no measurable occupation `f` with
values between 0 and 1 and the same electron number has a lower energy than filling up to `μ`. -/
theorem aufbau {W μ : ℝ} (hW : 0 < W) (hμ : μ ∈ Icc (-(W / 2)) (W / 2)) {f : ℝ → ℝ}
    (hf : Measurable f) (h0 : ∀ ε, 0 ≤ f ε) (h1 : ∀ ε, f ε ≤ 1)
    (hN : ∫ ε, f ε * dos W ε = electronCount W μ) :
    bandEnergy W μ ≤ ∫ ε, (ε * f ε) * dos W ε := by
  have hp : 0 < 10 / W := by positivity
  have I : ∀ x y, IntervalIntegrable f volume x y := fun x y =>
    ((continuous_const : Continuous fun _ : ℝ => (1 : ℝ)).intervalIntegrable x y).mono_fun
      hf.aestronglyMeasurable
      (Filter.Eventually.of_forall fun ε => by simpa [abs_of_nonneg (h0 ε)] using h1 ε)
  have J : ∀ x y, IntervalIntegrable (fun ε => (ε - μ) * f ε) volume x y := fun x y =>
    (I x y).continuousOn_mul (by fun_prop)
  have K : ∀ x y, IntervalIntegrable (fun ε => ε * f ε) volume x y := fun x y =>
    (I x y).continuousOn_mul (by fun_prop)
  rw [integral_band hW f, (filling hμ).1] at hN
  have hF := mul_left_cancel₀ hp.ne' hN
  -- below μ full occupation is best, above μ zero occupation is best
  have lower : ∫ ε in (-(W / 2))..μ, (ε - μ) ≤ ∫ ε in (-(W / 2))..μ, (ε - μ) * f ε :=
    intervalIntegral.integral_mono_on hμ.1
      ((by fun_prop : Continuous fun ε : ℝ => ε - μ).intervalIntegrable _ _) (J _ _)
      fun ε hε => by nlinarith [mul_nonneg (sub_nonneg.2 hε.2) (sub_nonneg.2 (h1 ε))]
  have upper : 0 ≤ ∫ ε in μ..(W / 2), (ε - μ) * f ε :=
    intervalIntegral.integral_nonneg hμ.2
      fun ε hε => mul_nonneg (sub_nonneg.2 hε.1) (h0 ε)
  have split := intervalIntegral.integral_add_adjacent_intervals
    (J (-(W / 2)) μ) (J μ (W / 2))
  have expand : ∫ ε in (-(W / 2))..(W / 2), (ε - μ) * f ε =
      (∫ ε in (-(W / 2))..(W / 2), ε * f ε) - μ * ∫ ε in (-(W / 2))..(W / 2), f ε := by
    simp only [sub_mul]
    rw [intervalIntegral.integral_sub (K _ _) ((I _ _).const_mul μ),
      intervalIntegral.integral_const_mul]
  have base : ∫ ε in (-(W / 2))..μ, (ε - μ) =
      (μ ^ 2 - (-(W / 2)) ^ 2) / 2 - (μ - -(W / 2)) * μ := by
    rw [intervalIntegral.integral_sub
      ((by fun_prop : Continuous fun ε : ℝ => ε).intervalIntegrable _ _)
      ((by fun_prop : Continuous fun _ : ℝ => μ).intervalIntegrable _ _),
      integral_id, intervalIntegral.integral_const, smul_eq_mul]
  rw [hF] at expand
  have key : (μ ^ 2 - W ^ 2 / 4) / 2 ≤ ∫ ε in (-(W / 2))..(W / 2), ε * f ε := by
    nlinarith
  rw [(filling hμ).2, integral_band hW (fun ε => ε * f ε)]
  calc 5 / W * (μ ^ 2 - W ^ 2 / 4) = 10 / W * ((μ ^ 2 - W ^ 2 / 4) / 2) := by ring
    _ ≤ _ := mul_le_mul_of_nonneg_left key hp.le
```

The occupation has to be measurable, which admits step functions and smooth distributions alike. The theorem gives the inequality and says nothing about which other occupations reach equality. In the proof, `I`, `J` and `K` establish that the integrands are integrable, `lower` and `upper` are the two comparisons, `split` joins them at \(\mu\), and `expand` separates the term with \(\mu\). The fact `key` is the last displayed inequality.

## The second moment per state

The density of states integrates to ten, so the mean square energy of a state is

\[
\frac{\int\varepsilon^2D\,d\varepsilon}{\int D\,d\varepsilon}
=\frac1{10}\cdot\frac{10}{W}\int_{-W/2}^{W/2}\varepsilon^2\,d\varepsilon
=\frac1W\cdot\frac{W^3}{12}=\frac{W^2}{12}.
\]

In tight-binding work the second moment can be obtained from Hamiltonian matrix elements without diagonalisation. If the band is assumed to be rectangular, this relation converts that moment into a width \(W\), and the parabola then gives the band energy of non-interacting electrons.

```lean
/-- The second moment per state of a band of width `W > 0`, taken about the energy zero,
is `W² / 12`. -/
theorem second_moment {W : ℝ} (hW : 0 < W) :
    (∫ ε, ε ^ 2 * dos W ε) / (∫ ε, dos W ε) = W ^ 2 / 12 := by
  have hW0 : W ≠ 0 := hW.ne'
  have hc : W * (10 / W) = 10 := by field_simp
  have total : ∫ ε, dos W ε = 10 := by
    have h := integral_band hW (fun _ => (1 : ℝ))
    simp only [one_mul, intervalIntegral.integral_const, smul_eq_mul, mul_one] at h
    rw [h]
    linear_combination hc
  have second : ∫ ε, ε ^ 2 * dos W ε = 10 * (W ^ 2 / 12) := by
    rw [integral_band hW (fun ε => ε ^ 2), integral_pow]
    push_cast
    linear_combination (W ^ 2 / 12) * hc
  rw [total, second]
  ring

end

end FriedelBand
```

The moment is taken about the energy zero, which is the band centre. The facts `total` and `second` evaluate the denominator and the numerator, and their quotient is the stated value.

```lean
#print axioms FriedelBand.friedel_band_energy
#print axioms FriedelBand.electron_hole_symmetry
#print axioms FriedelBand.aufbau
#print axioms FriedelBand.second_moment
```

```
'FriedelBand.friedel_band_energy' depends on axioms: [propext, Classical.choice, Quot.sound]
'FriedelBand.electron_hole_symmetry' depends on axioms: [propext, Classical.choice, Quot.sound]
'FriedelBand.aufbau' depends on axioms: [propext, Classical.choice, Quot.sound]
'FriedelBand.second_moment' depends on axioms: [propext, Classical.choice, Quot.sound]
```
